# Biorthonormal projection of a stable real RPA problem cannot lower its lowest squared frequency

A careless projection of the RPA equations can produce an excitation that is too low. Take $A-B=\mathrm{diag}(1,4)$ and $A+B=\mathrm{diag}(4,1)$. Both eigenvalues of $(A-B)(A+B)$ are $4$, so both frequencies are $2$. Compress $A-B$ with the unit vector $U=e_1$ and $A+B$ with $V=e_2$: the projected product is $1\cdot 1=1$, and a false frequency $1$ appears at half the true value.

This cannot happen if $A\pm B$ are positive definite and $U^TV=1$. For finite, real, frequency-independent RPA or linear-response TDDFT matrices, the lowest excitation energy from such a trial space is then an upper bound to that of the full matrices.

## Squared frequencies and two trial bases

With excitation and de-excitation amplitudes $X,Y$, the RPA equations $AX+BY=\omega X$ and $BX+AY=-\omega Y$ combine to

$$(A+B)(X+Y)=\omega(X-Y),\qquad (A-B)(X-Y)=\omega(X+Y).$$

Hence $(A-B)(A+B)(X+Y)=\omega^2(X+Y)$. Below, $M=A-B$ and $K=A+B$; the letters $\Lambda,\nu,\mu$ denote squared frequencies, not frequencies.

The finite type `n` labels particle-hole pairs, and `k` labels trial vectors, the columns of $U$ and $V$.

```lean
import Mathlib

open Matrix

namespace ProjectedRPA

variable {n k : Type*} [Fintype n] [Fintype k]
```

`fullRPA` is $MK$.

```lean
/-- The RPA product `(A - B)(A + B)`, whose eigenvalues are the squared frequencies. -/
def fullRPA (A B : Matrix n n ℝ) : Matrix n n ℝ := (A - B) * (A + B)
```

`projectedRPA` is $M'K'$, where $M'=U^TMU$ and $K'=V^TKV$.

```lean
/-- The projected RPA product, with `A - B` compressed by `U` and `A + B` by `V`. -/
def projectedRPA (A B : Matrix n n ℝ) (U V : Matrix n k ℝ) : Matrix k k ℝ :=
  (Uᵀ * (A - B) * U) * (Vᵀ * (A + B) * V)
```

An eigenvalue comes with a nonzero real vector.

```lean
/-- The real number `ν` is an eigenvalue of `P`, with a nonzero real eigenvector. -/
def IsEigenvalue (P : Matrix n n ℝ) (ν : ℝ) : Prop := ∃ x : n → ℝ, x ≠ 0 ∧ P *ᵥ x = ν • x
```

A special choice of $U$, built from $V$, serves for exactness at the end.

```lean
/-- The partner `U = (A + B) V (Vᵀ (A + B) V)⁻¹` of a trial basis `V`, meant for
invertible `Vᵀ (A + B) V`. -/
noncomputable def partnerBasis [DecidableEq k] (A B : Matrix n n ℝ) (V : Matrix n k ℝ) :
    Matrix n k ℝ :=
  (A + B) * V * (Vᵀ * (A + B) * V)⁻¹
```

## Positive definite $A+B$ and $A-B$: a stable reference state

For real orbitals, and when $A$ and $B$ come from the same energy functional as the reference state (time-dependent Hartree–Fock, adiabatic TDDFT), these hypotheses say that this state is stable against real and imaginary orbital variations, respectively. In Lean, `PosDef` includes symmetry, so $A$ and $B$ are symmetric too.

The first use is compression. If $Vz=0$ only for $z=0$, then $x\cdot K'x=(Vx)\cdot K(Vx)>0$ for $x\neq0$. `mulVec_dot` moves $V$ across the scalar product, `compressed_form` gives the equality, and `compressed_posDef` draws the conclusion.

```lean
/-- A real matrix moves across the scalar product as its transpose. -/
theorem mulVec_dot (V : Matrix n k ℝ) (x : k → ℝ) (w : n → ℝ) :
    (V *ᵥ x) ⬝ᵥ w = x ⬝ᵥ (Vᵀ *ᵥ w) := by
  rw [dotProduct_comm, Matrix.dotProduct_mulVec w V x, ← mulVec_transpose, dotProduct_comm]

/-- The quadratic form of `K` on trial vectors `V x` is that of the compressed matrix. -/
theorem compressed_form (K : Matrix n n ℝ) (V : Matrix n k ℝ) (x : k → ℝ) :
    (V *ᵥ x) ⬝ᵥ (K *ᵥ (V *ᵥ x)) = x ⬝ᵥ ((Vᵀ * K * V) *ᵥ x) := by
  rw [mulVec_dot]
  simp only [mulVec_mulVec, Matrix.mul_assoc]

/-- Compressing a positive definite matrix to linearly independent trial vectors
leaves it positive definite. -/
theorem compressed_posDef {K : Matrix n n ℝ} (hK : K.PosDef) (V : Matrix n k ℝ)
    (hV : ∀ z, V *ᵥ z = 0 → z = 0) : (Vᵀ * K * V).PosDef := by
  refine posDef_iff_dotProduct_mulVec.mpr ⟨?_, fun z hz => ?_⟩
  · rw [← conjTranspose_eq_transpose_of_trivial]
    exact isHermitian_conjTranspose_mul_mul V hK.isHermitian
  · rw [star_trivial, ← compressed_form]
    simpa using hK.dotProduct_mulVec_pos (fun h => hz (hV z h))
```

The second use is the sign of the eigenvalues. If $MKx=\nu x$ with $x\ne0$, put $y=Kx$. Then $y\cdot My=\nu\,x\cdot Kx$, and both quadratic forms are positive, so $\nu>0$.

```lean
/-- Every real eigenvalue of a product of two positive definite matrices is positive. -/
theorem eigenvalue_pos {M K : Matrix n n ℝ} (hM : M.PosDef) (hK : K.PosDef) {ν : ℝ}
    (h : IsEigenvalue (M * K) ν) : 0 < ν := by
  obtain ⟨x, hx, hxe⟩ := h
  have ha : 0 < x ⬝ᵥ (K *ᵥ x) := by simpa using hK.dotProduct_mulVec_pos hx
  have hy : K *ᵥ x ≠ 0 := fun h0 => by
    rw [h0, dotProduct_zero] at ha
    exact lt_irrefl _ ha
  have hb := hM.dotProduct_mulVec_pos hy
  rw [star_trivial, mulVec_mulVec, hxe, dotProduct_smul, smul_eq_mul, dotProduct_comm] at hb
  by_contra hn
  nlinarith [mul_nonneg (neg_nonneg.2 (not_lt.1 hn)) ha.le]
```

The third use is normal modes. Diagonalise $M=Q\,\mathrm{diag}(e)\,Q^T$ and set $F=Q\,\mathrm{diag}(\sqrt{e})$, so that $FF^T=M$. Diagonalise the symmetric matrix $F^TKF$ with an orthogonal $R$, and set $T=FR$. Then

$$TT^T=M,\qquad T^TKT=\mathrm{diag}(d),\qquad MKT=T\,\mathrm{diag}(d).$$

The columns of $T$ are therefore eigenvectors of $MK$ with eigenvalues $d_i$. `orthogonal_modes` supplies $Q$ and $R$; `normal_modes` builds $T$ and its inverse $L$.

```lean
variable [DecidableEq n] [DecidableEq k]

/-- A real symmetric matrix has an orthogonal matrix of eigenvectors. -/
theorem orthogonal_modes {S : Matrix n n ℝ} (hS : S.IsHermitian) :
    ∃ (Q : Matrix n n ℝ) (d : n → ℝ), Qᵀ * Q = 1 ∧ S * Q = Q * diagonal d := by
  refine ⟨Matrix.of fun i j => (hS.eigenvectorBasis j).ofLp i, hS.eigenvalues, ?_, ?_⟩
  · ext i j
    have h := orthonormal_iff_ite.mp hS.eigenvectorBasis.orthonormal i j
    rw [PiLp.inner_apply] at h
    simpa [Matrix.mul_apply, Matrix.one_apply, mul_comm] using h
  · ext i j
    have h := congrFun (hS.mulVec_eigenvectorBasis j) i
    rw [mul_diagonal, Matrix.mul_apply]
    simpa [mulVec, dotProduct, mul_comm] using h

/-- Normal modes: for `M` positive definite and `K` symmetric, an invertible `T` has
`T Tᵀ = M` and `Tᵀ K T` diagonal, with eigenvalues of `M K` on the diagonal. -/
theorem normal_modes {M K : Matrix n n ℝ} (hM : M.PosDef) (hK : K.IsHermitian) :
    ∃ (T L : Matrix n n ℝ) (d : n → ℝ), T * Tᵀ = M ∧ Tᵀ * K * T = diagonal d ∧
      T * L = 1 ∧ ∀ i, IsEigenvalue (M * K) (d i) := by
  -- a square root factor of M
  obtain ⟨F, hF⟩ : ∃ F : Matrix n n ℝ, F * Fᵀ = M := by
    obtain ⟨Q, e, hQ, hMQ⟩ := orthogonal_modes hM.isHermitian
    have he : ∀ i, 0 ≤ e i := by
      intro i
      have h2 := hM.posSemidef.dotProduct_mulVec_nonneg (fun j => Q j i)
      have h3 : (Qᵀ * (M * Q)) i i = e i := by
        rw [hMQ, ← Matrix.mul_assoc, hQ, Matrix.one_mul, diagonal_apply_eq]
      rw [← h3]
      simpa [Matrix.mul_apply, mulVec, dotProduct] using h2
    have hD : diagonal (fun i => √(e i)) * diagonal (fun i => √(e i)) = diagonal e := by
      rw [diagonal_mul_diagonal]
      congr 1
      funext i
      exact Real.mul_self_sqrt (he i)
    refine ⟨Q * diagonal (fun i => √(e i)), ?_⟩
    calc _ = Q * (diagonal (fun i => √(e i)) * diagonal (fun i => √(e i))) * Qᵀ := by
          simp only [transpose_mul, diagonal_transpose, Matrix.mul_assoc]
      _ = M := by
          rw [hD, ← hMQ, Matrix.mul_assoc, _root_.mul_eq_one_comm.mp hQ, Matrix.mul_one]
  have hN : (Fᵀ * K * F).IsHermitian := by
    rw [← conjTranspose_eq_transpose_of_trivial]
    exact isHermitian_conjTranspose_mul_mul F hK
  -- rotate the factor so that K becomes diagonal too
  obtain ⟨R, d, hR, hNR⟩ := orthogonal_modes hN
  obtain ⟨T, hT, hd⟩ : ∃ T : Matrix n n ℝ, T * Tᵀ = M ∧ Tᵀ * K * T = diagonal d := by
    refine ⟨F * R, ?_, ?_⟩
    · calc _ = F * (R * Rᵀ) * Fᵀ := by simp only [transpose_mul, Matrix.mul_assoc]
        _ = M := by rw [_root_.mul_eq_one_comm.mp hR, Matrix.mul_one, hF]
    · calc _ = Rᵀ * ((Fᵀ * K * F) * R) := by simp only [transpose_mul, Matrix.mul_assoc]
        _ = diagonal d := by rw [hNR, ← Matrix.mul_assoc, hR, Matrix.one_mul]
  have hL : T * (Tᵀ * M⁻¹) = 1 := by
    rw [← Matrix.mul_assoc, hT, mul_nonsing_inv _ hM.det_pos.ne'.isUnit]
  have hPT : M * K * T = T * diagonal d := by
    rw [← hd, ← hT]
    simp only [Matrix.mul_assoc]
  refine ⟨T, Tᵀ * M⁻¹, d, hT, hd, hL, fun i => ⟨fun j => T j i, fun h0 => ?_, ?_⟩⟩
  · have h : ((Tᵀ * M⁻¹) * T) i i = 1 := by
      rw [_root_.mul_eq_one_comm.mp hL, one_apply_eq]
    have h0' : ∀ j, T j i = 0 := fun j => congrFun h0 j
    rw [Matrix.mul_apply] at h
    simp [h0'] at h
  · ext j
    have h : (M * K * T) j i = (T * diagonal d) j i := by rw [hPT]
    rw [mul_diagonal, Matrix.mul_apply] at h
    simpa [mulVec, dotProduct, mul_comm] using h
```

The device to look at here is `_root_.mul_eq_one_comm`: for square matrices of finite size, $XY=1$ gives $YX=1$. It turns $Q^TQ=1$ into $QQ^T=1$, and $TL=1$ into $LT=1$. It does not apply to the rectangular $U$ and $V$, where $U^TV=1$ does not generally give $VU^T=1$.

Now let $\Lambda\ge0$ lie below every $d_i$. Write $p=Tr$ and $s=T^Tq$. Then $p\cdot q=r\cdot s$, $q\cdot Mq=s\cdot s$ and $p\cdot Kp=\sum_i d_ir_i^2\ge\Lambda\,r\cdot r$. By Cauchy–Schwarz,

$$\Lambda(p\cdot q)^2\le\Lambda(r\cdot r)(s\cdot s)\le(p\cdot Kp)(q\cdot Mq).$$

The final `calc` of `product_inequality` is this chain.

```lean
/-- If `M` is positive definite, `K` symmetric and `Λ ≥ 0` lies below all real eigenvalues of
`M K`, then `Λ (p·q)² ≤ (p·Kp)(q·Mq)`. -/
theorem product_inequality {M K : Matrix n n ℝ} (hM : M.PosDef) (hK : K.IsHermitian)
    {Λ : ℝ} (h0 : 0 ≤ Λ) (hΛ : ∀ ν, IsEigenvalue (M * K) ν → Λ ≤ ν) (p q : n → ℝ) :
    Λ * (p ⬝ᵥ q) ^ 2 ≤ (p ⬝ᵥ (K *ᵥ p)) * (q ⬝ᵥ (M *ᵥ q)) := by
  obtain ⟨T, L, d, hT, hd, hL, hev⟩ := normal_modes hM hK
  obtain ⟨r, rfl⟩ : ∃ r, p = T *ᵥ r := ⟨L *ᵥ p, by rw [mulVec_mulVec, hL, one_mulVec]⟩
  have hq : q ⬝ᵥ (M *ᵥ q) = (Tᵀ *ᵥ q) ⬝ᵥ (Tᵀ *ᵥ q) := by
    rw [mulVec_dot, transpose_transpose, mulVec_mulVec, hT]
  rw [mulVec_dot T r q, compressed_form, hd, hq]
  generalize Tᵀ *ᵥ q = s
  have h1 : Λ * (r ⬝ᵥ r) ≤ r ⬝ᵥ (diagonal d *ᵥ r) := by
    simp only [dotProduct, mulVec_diagonal, Finset.mul_sum]
    refine Finset.sum_le_sum fun i _ => ?_
    nlinarith [mul_le_mul_of_nonneg_right (hΛ _ (hev i)) (mul_self_nonneg (r i))]
  -- Cauchy-Schwarz in normal coordinates
  have h2 : (r ⬝ᵥ s) ^ 2 ≤ (r ⬝ᵥ r) * (s ⬝ᵥ s) := by
    simp only [dotProduct, ← sq]
    exact Finset.sum_mul_sq_le_sq_mul_sq Finset.univ r s
  have h3 : 0 ≤ s ⬝ᵥ s := Finset.sum_nonneg fun i _ => mul_self_nonneg (s i)
  calc Λ * (r ⬝ᵥ s) ^ 2 ≤ Λ * ((r ⬝ᵥ r) * (s ⬝ᵥ s)) := mul_le_mul_of_nonneg_left h2 h0
    _ = Λ * (r ⬝ᵥ r) * (s ⬝ᵥ s) := by ring
    _ ≤ _ := mul_le_mul_of_nonneg_right h1 h3
```

Normal modes also exclude complex eigenvalues. From $LMK=\mathrm{diag}(d)L$ and $MKz=\mu z$, the vector $w=Lz$ satisfies $\mu w_i=d_iw_i$. Since $z=Tw\neq0$, some $w_i\ne0$, and $\mu=d_i$ is real.

```lean
/-- Every complex eigenvalue of a product of two positive definite real matrices is real,
and has a real eigenvector. -/
theorem eigenvalue_real {M K : Matrix n n ℝ} (hM : M.PosDef) (hK : K.PosDef) {μ : ℂ}
    {z : n → ℂ} (hz : z ≠ 0) (h : (M * K).map Complex.ofRealHom *ᵥ z = μ • z) :
    ∃ ν : ℝ, μ = ν ∧ IsEigenvalue (M * K) ν := by
  obtain ⟨T, L, d, hT, hd, hL, hev⟩ := normal_modes hM hK.isHermitian
  have hLP : L * (M * K) = diagonal d * L := by
    calc L * (M * K) = (L * T) * (Tᵀ * K * (T * L)) := by
          rw [hL, Matrix.mul_one, ← hT]
          simp only [Matrix.mul_assoc]
      _ = (Tᵀ * K * T) * L := by
          rw [_root_.mul_eq_one_comm.mp hL, Matrix.one_mul]
          simp only [Matrix.mul_assoc]
      _ = diagonal d * L := by rw [hd]
  have e1 : (L * (M * K)).map Complex.ofRealHom
      = L.map Complex.ofRealHom * (M * K).map Complex.ofRealHom := Matrix.map_mul
  have e2 : (diagonal d * L).map Complex.ofRealHom
      = (diagonal d).map Complex.ofRealHom * L.map Complex.ofRealHom := Matrix.map_mul
  have e3 : (T * L).map Complex.ofRealHom
      = T.map Complex.ofRealHom * L.map Complex.ofRealHom := Matrix.map_mul
  -- the normal coordinates of z do not all vanish
  have hw : L.map Complex.ofRealHom *ᵥ z ≠ 0 := by
    intro h0
    apply hz
    calc z = (T * L).map Complex.ofRealHom *ᵥ z := by
          rw [hL, Matrix.map_one _ Complex.ofRealHom.map_zero Complex.ofRealHom.map_one,
            one_mulVec]
      _ = 0 := by rw [e3, ← mulVec_mulVec, h0, mulVec_zero]
  obtain ⟨i, hi⟩ := Function.ne_iff.mp hw
  have h1 : μ • (L.map Complex.ofRealHom *ᵥ z)
      = (diagonal d).map Complex.ofRealHom *ᵥ (L.map Complex.ofRealHom *ᵥ z) := by
    rw [mulVec_mulVec, ← e2, ← hLP, e1, ← mulVec_mulVec, h, mulVec_smul]
  have h2 := congrFun h1 i
  rw [diagonal_map Complex.ofRealHom.map_zero, mulVec_diagonal, Pi.smul_apply,
    smul_eq_mul] at h2
  exact ⟨d i, mul_right_cancel₀ hi h2, hev i⟩
```

A negative eigenvalue of $A+B$ can destroy the bound, even with $A-B=1$. Take $A+B=\mathrm{diag}(1,-1)$, $U=(1,1)^T$ and $V=(0,1)^T$. Then $U^TV=1$ and the least full eigenvalue is $-1$, but the projected product is $2\cdot(-1)=-2$.

## $U^TV=1$ and $\Lambda$ least: matched bases and the right reference value

Biorthonormality, `hUV`, ties the trial space for $X+Y$, spanned by $V$, to that for $X-Y$, spanned by $U$. If $Vz=0$, then $z=U^TVz=0$; the transposed relation $V^TU=1$ does the same for $U$. So $M'$ and $K'$ are positive definite, and every projected eigenvalue is a real $\nu$ with a real eigenvector $x\ne0$.

Set $y=K'x$, $p=Vx$, $q=Uy$ and $a=x\cdot y=x\cdot K'x>0$. Then

$$p\cdot q=x\cdot V^TUy=a,\qquad p\cdot Kp=a,\qquad q\cdot Mq=y\cdot M'y=\nu a.$$

The product inequality reads $\Lambda a^2\le\nu a^2$, so $\Lambda\le\nu$. In the proof, `h1` and `h3` are the first and third equalities, and `key` is the inequality.

The hypothesis `IsLeast` makes $\Lambda$ the lowest squared frequency of the full matrices. Its membership half gives $\Lambda>0$, and its lower-bound half feeds `product_inequality`. The theorem says that $\Lambda>0$ and that every complex eigenvalue $\mu$ of the projected product equals a real $\nu\ge\Lambda$. With no trial vectors, the second part is empty.

```lean
/-- Projected RPA bound: let `A + B` and `A - B` be positive definite, `Uᵀ V = 1`, and `Λ` the
least real eigenvalue of `(A - B)(A + B)`. Then `Λ > 0`, and every complex eigenvalue of the
projected product is real and at least `Λ`. -/
theorem projected_rpa_bound {A B : Matrix n n ℝ} {U V : Matrix n k ℝ}
    (hK : (A + B).PosDef) (hM : (A - B).PosDef) (hUV : Uᵀ * V = 1) {Λ : ℝ}
    (hΛ : IsLeast {ν | IsEigenvalue (fullRPA A B) ν} Λ) :
    0 < Λ ∧ ∀ (μ : ℂ) (z : k → ℂ), z ≠ 0 →
      (projectedRPA A B U V).map Complex.ofRealHom *ᵥ z = μ • z →
      ∃ ν : ℝ, μ = ν ∧ Λ ≤ ν := by
  have hΛ0 : 0 < Λ := eigenvalue_pos hM hK hΛ.1
  refine ⟨hΛ0, fun μ z hz h => ?_⟩
  have hVU : Vᵀ * U = 1 := by
    have h := congrArg Matrix.transpose hUV
    rwa [transpose_mul, transpose_transpose, transpose_one] at h
  have hK' := compressed_posDef hK V fun z hz => by
    rw [← one_mulVec z, ← hUV, ← mulVec_mulVec, hz, mulVec_zero]
  have hM' := compressed_posDef hM U fun z hz => by
    rw [← one_mulVec z, ← hVU, ← mulVec_mulVec, hz, mulVec_zero]
  obtain ⟨ν, hμ, x, hx, hxe⟩ := eigenvalue_real hM' hK' hz h
  refine ⟨ν, hμ, ?_⟩
  obtain ⟨y, hy⟩ : ∃ y, y = (Vᵀ * (A + B) * V) *ᵥ x := ⟨_, rfl⟩
  have hMy : (Uᵀ * (A - B) * U) *ᵥ y = ν • x := by rw [hy, mulVec_mulVec, hxe]
  have ha : 0 < x ⬝ᵥ y := by
    have h := hK'.dotProduct_mulVec_pos hx
    rwa [star_trivial, ← hy] at h
  -- lift the projected eigenvector to the pair p = V x, q = U y
  have key := product_inequality hM hK.isHermitian hΛ0.le (fun ν hν => hΛ.2 hν)
    (V *ᵥ x) (U *ᵥ y)
  have h1 : (V *ᵥ x) ⬝ᵥ (U *ᵥ y) = x ⬝ᵥ y := by
    rw [mulVec_dot, mulVec_mulVec, hVU, one_mulVec]
  have h3 : (U *ᵥ y) ⬝ᵥ ((A - B) *ᵥ (U *ᵥ y)) = ν * (x ⬝ᵥ y) := by
    rw [compressed_form, hMy, dotProduct_smul, smul_eq_mul, dotProduct_comm]
  rw [h1, h3, compressed_form, ← hy] at key
  exact le_of_mul_le_mul_right (by nlinarith : Λ * (x ⬝ᵥ y) ^ 2 ≤ ν * (x ⬝ᵥ y) ^ 2)
    (pow_pos ha 2)
```

The opening example shows that normalising $U$ and $V$ separately is not enough. Nor may $\Lambda$ be replaced by a higher eigenvalue: projecting onto the lowest mode, as described next, returns the least one. The step from matrix to molecule remains: $\Lambda$ belongs to the given $A$ and $B$, and its distance from a measured excitation depends on the orbital basis and the approximation behind them.

## An invariant trial space with its partner basis: no projection error

Suppose that $A+B$ is positive definite, that $V$ has independent columns and that $MKV=VD$: the product $MK$ maps the trial space for $X+Y$ into itself. Then $K'$ is invertible and $U=KVK'^{-1}$ gives

$$U^TV=K'^{-1}V^TKV=1,\qquad U^TMUK'=U^TMKV=U^TVD=D.$$

In `projected_rpa_exact`, `hUV` is the first relation and the closing `calc` is the second. Positive definiteness of $A-B$ is not used. The choice of $U$ matters: for $A-B=A+B=1$, $V=(1,0)^T$ and $U=(1,1)^T$, the relation $U^TV=1$ holds, but the projected product is $2$ instead of $1$.

```lean
omit [DecidableEq n] in
/-- Exactness: let `A + B` be positive definite and let the independent columns of `V` span an
invariant subspace, `(A - B)(A + B) V = V D`. Then the partner basis `U` obeys `Uᵀ V = 1` and
the projected product equals `D`. -/
theorem projected_rpa_exact {A B : Matrix n n ℝ} {V : Matrix n k ℝ} {D : Matrix k k ℝ}
    (hK : (A + B).PosDef) (hV : ∀ z, V *ᵥ z = 0 → z = 0) (hD : fullRPA A B * V = V * D) :
    (partnerBasis A B V)ᵀ * V = 1 ∧ projectedRPA A B (partnerBasis A B V) V = D := by
  have hG := compressed_posDef hK V hV
  have hu : IsUnit (Vᵀ * (A + B) * V).det := hG.det_pos.ne'.isUnit
  have hKt : (A + B)ᵀ = A + B := by
    rw [← conjTranspose_eq_transpose_of_trivial]
    exact hK.isHermitian.eq
  have hGt : (Vᵀ * (A + B) * V)ᵀ = Vᵀ * (A + B) * V := by
    rw [← conjTranspose_eq_transpose_of_trivial (Vᵀ * (A + B) * V)]
    exact hG.isHermitian.eq
  have hUV : (partnerBasis A B V)ᵀ * V = 1 := by
    rw [partnerBasis, transpose_mul, transpose_nonsing_inv, hGt, transpose_mul, hKt,
      Matrix.mul_assoc, nonsing_inv_mul _ hu]
  have hUG : partnerBasis A B V * (Vᵀ * (A + B) * V) = (A + B) * V := by
    rw [partnerBasis, Matrix.mul_assoc, nonsing_inv_mul _ hu, Matrix.mul_one]
  refine ⟨hUV, ?_⟩
  calc projectedRPA A B (partnerBasis A B V) V
      = (partnerBasis A B V)ᵀ * ((A - B) * (partnerBasis A B V * (Vᵀ * (A + B) * V))) := by
        simp only [projectedRPA, Matrix.mul_assoc]
    _ = (partnerBasis A B V)ᵀ * (fullRPA A B * V) := by
        rw [hUG, fullRPA, Matrix.mul_assoc (A - B)]
    _ = D := by rw [hD, ← Matrix.mul_assoc, hUV, Matrix.one_mul]

end ProjectedRPA
```

Dependent columns rule out $U^TV=1$ for any $U$. Without invariance the projected value need not be an eigenvalue: for $A-B=1$, $A+B=\mathrm{diag}(1,2)$ and $V=(1,1)^T$, the partner is $U=(1,2)^T/3$ and the projected product is $5/3$, between the full eigenvalues $1$ and $2$.

```lean
#print axioms ProjectedRPA.projected_rpa_bound
#print axioms ProjectedRPA.projected_rpa_exact
```

```
'ProjectedRPA.projected_rpa_bound' depends on axioms: [propext, Classical.choice, Quot.sound]
'ProjectedRPA.projected_rpa_exact' depends on axioms: [propext, Classical.choice, Quot.sound]
```
